# Eigenvalues \(m\) and \(-m\) of a finite matrix \(J_z\) have eigenspaces of equal dimension if \([J_x,J_y]=iJ_z\) and \([J_z,J_x]=iJ_y\)

The states of an atomic multiplet can be sorted by the projection \(m\) of their angular momentum on the z axis. A half-turn about the x axis reverses the z axis, so one expects as many independent states with \(-m\) as with \(m\). For finite matrices, two commutation relations are enough to establish this:

\[
[J_x,J_y]=iJ_z,\qquad [J_z,J_x]=iJ_y ,\qquad \hbar=1 .
\]

The third su(2) relation, \([J_y,J_z]=iJ_x\), is not assumed, and neither is Hermiticity.

In Lean the three components are complex square matrices `Jx`, `Jy`, `Jz`, with rows and columns labelled by a finite type `n`. To apply the results to a physical system, one must know that its angular momentum acts within the chosen finite space and obeys the relations there. A complete multiplet qualifies, but a basis truncated without regard to rotations may not.

```lean
import Mathlib

open Matrix
open scoped Matrix.Norms.Operator

namespace WeightReflection

noncomputable section

variable {n : Type*} [Fintype n] [DecidableEq n]
```

## The half-turn and its inverse

The operator that exchanges the two projections is \(R=e^{i\pi J_x}\). Textbooks usually write a rotation by \(\theta\) as \(e^{-i\theta J_x}\); the sign here is the opposite one, but at \(\theta=\pi\) both choices reverse \(J_z\). Without Hermiticity \(R\) need not be unitary.

```lean
/-- The half-turn about the x axis, `exp(iπ Jx)`. -/
def halfTurn (Jx : Matrix n n ℂ) : Matrix n n ℂ :=
  NormedSpace.exp ((Real.pi : ℂ) • (Complex.I • Jx))
```

It is still invertible. Any matrix \(A\) commutes with \(-A\), so their exponentials multiply as for numbers:

\[
e^{A}e^{-A}=e^{A-A}=1 .
\]

```lean
/-- The exponentials of a matrix and of its negative are inverse to each other. -/
theorem exp_mul_exp_neg (A : Matrix n n ℂ) :
    NormedSpace.exp A * NormedSpace.exp (-A) = 1 := by
  have h := Matrix.exp_add_of_commute A (-A) (Commute.refl A).neg_right
  rw [add_neg_cancel, NormedSpace.exp_zero] at h
  exact h.symm
```

## Rotating \(J_z\) in the y–z plane

Put \(A=iJ_x\). The two relations give

\[
[A,J_z]=i(-iJ_y)=J_y,\qquad [A,J_y]=i(iJ_z)=-J_z .
\]

Let \(M(t)=\cos t\,J_z+\sin t\,J_y\). Then

\[
[A,M(t)]=\cos t\,J_y-\sin t\,J_z=M'(t),
\]

and the back-rotated matrix \(G(t)=e^{-tA}M(t)e^{tA}\) has derivative

\[
G'(t)=e^{-tA}\bigl(M'(t)-[A,M(t)]\bigr)e^{tA}=0 .
\]

Hence \(G(\theta)=G(0)=J_z\). Multiplying by \(e^{\theta A}\) from the left gives

\[
e^{i\theta J_x}J_z=(\cos\theta\,J_z+\sin\theta\,J_y)\,e^{i\theta J_x}
\]

for every complex \(\theta\).

In the proof, `hAz` and `hAy` are the two commutators with \(A\). The product rule yields the derivative of \(G\), which `alg` reduces to zero once \([A,M]=M'\) is known; the result is `hG`. The constancy of \(G\) is `hconst`, and the closing `calc` performs the multiplication from the left.

```lean
/-- If `[Jx, Jy] = i Jz` and `[Jz, Jx] = i Jy`, then moving `exp(iθ Jx)` past `Jz` turns `Jz`
into `cos θ Jz + sin θ Jy`, for every complex angle `θ`. -/
theorem rotation_about_x {Jx Jy Jz : Matrix n n ℂ}
    (hxy : Jx * Jy - Jy * Jx = Complex.I • Jz)
    (hzx : Jz * Jx - Jx * Jz = Complex.I • Jy) (θ : ℂ) :
    NormedSpace.exp (θ • (Complex.I • Jx)) * Jz =
      (Complex.cos θ • Jz + Complex.sin θ • Jy) *
        NormedSpace.exp (θ • (Complex.I • Jx)) := by
  obtain ⟨A, hA⟩ : ∃ A : Matrix n n ℂ, A = Complex.I • Jx := ⟨_, rfl⟩
  -- the generator A = i Jx rotates the pair (Jz, Jy)
  have hAz : A * Jz = Jz * A + Jy := by
    have h : Jx * Jz = Jz * Jx - Complex.I • Jy := by rw [← hzx]; abel
    rw [hA, smul_mul_assoc, mul_smul_comm, h, smul_sub, smul_smul, Complex.I_mul_I]
    module
  have hAy : A * Jy = Jy * A - Jz := by
    have h : Jx * Jy = Jy * Jx + Complex.I • Jz := by rw [← hxy]; abel
    rw [hA, smul_mul_assoc, mul_smul_comm, h, smul_add, smul_smul, Complex.I_mul_I]
    module
  rw [← hA]
  have alg : ∀ P M M' Q : Matrix n n ℂ, A * M = M * A + M' →
      (P * -A * M + P * M') * Q + P * M * (A * Q) = 0 := by
    intro P M M' Q h
    have h' : M' = A * M - M * A := by rw [h]; abel
    rw [h']
    noncomm_ring
  -- the back-rotated combination does not depend on the angle
  have hG : ∀ t : ℂ, HasDerivAt (fun t : ℂ => NormedSpace.exp (t • (-A)) *
      (Complex.cos t • Jz + Complex.sin t • Jy) * NormedSpace.exp (t • A)) 0 t := by
    intro t
    have hM : HasDerivAt (fun t : ℂ => Complex.cos t • Jz + Complex.sin t • Jy)
        (-Complex.sin t • Jz + Complex.cos t • Jy) t :=
      ((Complex.hasDerivAt_cos t).smul_const Jz).fun_add
        ((Complex.hasDerivAt_sin t).smul_const Jy)
    have h := ((hasDerivAt_exp_smul_const (-A) t).fun_mul hM).fun_mul
      (hasDerivAt_exp_smul_const' A t)
    refine h.congr_deriv (alg _ _ _ _ ?_)
    rw [mul_add, add_mul, mul_smul_comm, mul_smul_comm, smul_mul_assoc, smul_mul_assoc,
      hAz, hAy]
    module
  have hconst := is_const_of_deriv_eq_zero (fun t => (hG t).differentiableAt)
    (fun t => (hG t).deriv) θ 0
  simp only [zero_smul, NormedSpace.exp_zero, Complex.cos_zero, Complex.sin_zero, one_smul,
    add_zero, one_mul, mul_one, smul_neg, neg_zero] at hconst
  calc NormedSpace.exp (θ • A) * Jz
      = NormedSpace.exp (θ • A) * (NormedSpace.exp (-(θ • A)) *
          (Complex.cos θ • Jz + Complex.sin θ • Jy) * NormedSpace.exp (θ • A)) := by
        rw [hconst]
    _ = (NormedSpace.exp (θ • A) * NormedSpace.exp (-(θ • A))) *
          (Complex.cos θ • Jz + Complex.sin θ • Jy) * NormedSpace.exp (θ • A) := by
        simp only [mul_assoc]
    _ = _ := by rw [exp_mul_exp_neg, one_mul]
```

## Reversal of \(J_z\) at \(\theta=\pi\)

Since \(-J_x\) generates the opposite turn, \(R^{-1}=e^{-i\pi J_x}\), which Lean writes as `halfTurn (-Jx)`.

```lean
/-- The half-turns generated by `Jx` and by `-Jx` undo each other. -/
theorem halfTurn_mul_halfTurn_neg (Jx : Matrix n n ℂ) :
    halfTurn Jx * halfTurn (-Jx) = 1 := by
  unfold halfTurn
  rw [smul_neg, smul_neg]
  exact exp_mul_exp_neg _
```

At \(\theta=\pi\) the cosine is \(-1\) and the sine vanishes, so \(RJ_z=-J_zR\). Multiplication by \(R^{-1}\) from the right gives

\[
RJ_zR^{-1}=-J_z .
\]

```lean
/-- If `[Jx, Jy] = i Jz` and `[Jz, Jx] = i Jy`, conjugation by the half-turn `exp(iπ Jx)`
reverses the sign of `Jz`. -/
theorem halfTurn_conj {Jx Jy Jz : Matrix n n ℂ}
    (hxy : Jx * Jy - Jy * Jx = Complex.I • Jz)
    (hzx : Jz * Jx - Jx * Jz = Complex.I • Jy) :
    halfTurn Jx * Jz * halfTurn (-Jx) = -Jz := by
  have h : halfTurn Jx * Jz = -Jz * halfTurn Jx := by
    have h := rotation_about_x hxy hzx (Real.pi : ℂ)
    rw [Complex.cos_pi, Complex.sin_pi, zero_smul, add_zero, neg_smul, one_smul] at h
    exact h
  rw [h, mul_assoc, halfTurn_mul_halfTurn_neg, mul_one]
```

## Eigenvectors change the sign of \(m\)

If \(J_zv=mv\), then

\[
J_z(Rv)=-RJ_zv=-m\,(Rv).
\]

The lemma states this for any solution \(v\), including \(v=0\); `*ᵥ` is the action of a matrix on a vector. Inside the proof, `h` is the anticommutation \(J_zR=-RJ_z\), recovered from the conjugation formula.

```lean
/-- If `[Jx, Jy] = i Jz` and `[Jz, Jx] = i Jy`, the half-turn about x carries a solution of
`Jz v = m v` to a solution of the same equation with `-m`. -/
theorem halfTurn_mulVec {Jx Jy Jz : Matrix n n ℂ}
    (hxy : Jx * Jy - Jy * Jx = Complex.I • Jz)
    (hzx : Jz * Jx - Jx * Jz = Complex.I • Jy) {m : ℂ} {v : n → ℂ}
    (hv : Jz *ᵥ v = m • v) :
    Jz *ᵥ (halfTurn Jx *ᵥ v) = (-m) • (halfTurn Jx *ᵥ v) := by
  have hinv := mul_eq_one_comm.mp (halfTurn_mul_halfTurn_neg Jx)
  have h : Jz * halfTurn Jx = -(halfTurn Jx * Jz) := by
    rw [← neg_neg Jz, ← halfTurn_conj hxy hzx, neg_mul, mul_assoc, hinv, mul_one,
      halfTurn_conj hxy hzx, neg_neg]
  rw [Matrix.mulVec_mulVec, h, Matrix.neg_mulVec, ← Matrix.mulVec_mulVec, hv,
    Matrix.mulVec_smul, neg_smul]
```

## Equal dimensions

Let \(E_m\) be the space of all \(v\) with \(J_zv=mv\). The half-turn maps \(E_m\) into \(E_{-m}\), and it is injective because it has an inverse. Therefore \(\dim E_m\le\dim E_{-m}\). The same inequality for \(-m\) reads \(\dim E_{-m}\le\dim E_m\), and the two dimensions agree.

In the statement, `Matrix.toLin' Jz` is \(J_z\) as a linear map, `Module.End.eigenspace` is \(E_m\), and `Module.finrank` is its dimension. The number \(m\) may be any complex number; if neither \(m\) nor \(-m\) is an eigenvalue, both dimensions are zero. What is counted is independent eigenvectors, not the multiplicity of a root of the characteristic polynomial. The inequality is `hle`, its use at \(-m\) is `hback`, and `le_antisymm` combines them.

```lean
/-- If `[Jx, Jy] = i Jz` and `[Jz, Jx] = i Jy`, then for every complex `m` the eigenspaces of
`Jz` for `m` and for `-m` have the same dimension. -/
theorem finrank_eigenspace_neg {Jx Jy Jz : Matrix n n ℂ}
    (hxy : Jx * Jy - Jy * Jx = Complex.I • Jz)
    (hzx : Jz * Jx - Jx * Jz = Complex.I • Jy) (m : ℂ) :
    Module.finrank ℂ (Module.End.eigenspace (Matrix.toLin' Jz) m) =
      Module.finrank ℂ (Module.End.eigenspace (Matrix.toLin' Jz) (-m)) := by
  -- the half-turn embeds each eigenspace in the opposite one
  have hle : ∀ k : ℂ, Module.finrank ℂ (Module.End.eigenspace (Matrix.toLin' Jz) k) ≤
      Module.finrank ℂ (Module.End.eigenspace (Matrix.toLin' Jz) (-k)) := by
    intro k
    have hmap : ∀ v ∈ Module.End.eigenspace (Matrix.toLin' Jz) k,
        Matrix.toLin' (halfTurn Jx) v ∈
          Module.End.eigenspace (Matrix.toLin' Jz) (-k) := by
      intro v hv
      rw [Module.End.mem_eigenspace_iff, Matrix.toLin'_apply] at hv
      rw [Module.End.mem_eigenspace_iff, Matrix.toLin'_apply, Matrix.toLin'_apply]
      exact halfTurn_mulVec hxy hzx hv
    apply LinearMap.finrank_le_finrank_of_injective
      (f := (Matrix.toLin' (halfTurn Jx)).restrict hmap)
    intro u v huv
    have h : halfTurn Jx *ᵥ u.1 = halfTurn Jx *ᵥ v.1 := congrArg Subtype.val huv
    have h' := congrArg (fun w => halfTurn (-Jx) *ᵥ w) h
    simp only [Matrix.mulVec_mulVec, mul_eq_one_comm.mp (halfTurn_mul_halfTurn_neg Jx),
      Matrix.one_mulVec] at h'
    exact Subtype.ext h'
  have hback := hle (-m)
  rw [neg_neg] at hback
  exact le_antisymm (hle m) hback
```

For the total spin of electrons in a finite set of spatial orbitals, each with both spin states, this gives sectors \(M_S\) and \(-M_S\) of equal dimension; equal energies would also require a suitable symmetry of the Hamiltonian.

## A state with \(m=0\) in odd dimension

Take determinants of \(RJ_zR^{-1}=-J_z\) in dimension \(d\). Since \(\det R\,\det R^{-1}=1\),

\[
\det J_z=(-1)^d\det J_z .
\]

For odd \(d\) this forces \(\det J_z=0\), so some nonzero \(v\) satisfies \(J_zv=0\). The final `linear_combination` solves the two determinant equations for \(\det J_z\).

```lean
/-- If `[Jx, Jy] = i Jz` and `[Jz, Jx] = i Jy` in a space of odd dimension, then `Jz`
annihilates some nonzero vector. -/
theorem exists_zero_weight_of_odd {Jx Jy Jz : Matrix n n ℂ}
    (hxy : Jx * Jy - Jy * Jx = Complex.I • Jz)
    (hzx : Jz * Jx - Jx * Jz = Complex.I • Jy) (hn : Odd (Fintype.card n)) :
    ∃ v : n → ℂ, v ≠ 0 ∧ Jz *ᵥ v = 0 := by
  apply Matrix.exists_mulVec_eq_zero_iff.mpr
  -- the sign reversal gives det Jz = -det Jz
  have h := congrArg Matrix.det (halfTurn_conj hxy hzx)
  have h1 := congrArg Matrix.det (halfTurn_mul_halfTurn_neg Jx)
  rw [Matrix.det_mul, Matrix.det_mul, Matrix.det_neg, hn.neg_one_pow] at h
  rw [Matrix.det_mul, Matrix.det_one] at h1
  linear_combination (1 / 2) * h - (Jz.det / 2) * h1
```

Both conclusions can fail without \([J_x,J_y]=iJ_z\), even if the other two su(2) relations hold. In dimension one take \(J_x=J_y=0\) and \(J_z=1\). Then \([J_y,J_z]=0=iJ_x\) and \([J_z,J_x]=0=iJ_y\), but \(m=1\) has an eigenspace of dimension one, \(m=-1\) has none, and \(J_z\) annihilates no nonzero vector.

## Spin one in Cartesian components

For a vector with components \(x,y,z\), spin one acts through three \(3\times3\) matrices. The x component couples \(y\) and \(z\):

```lean
/-- The x component of spin one in the Cartesian basis. -/
def spinOneX : Matrix (Fin 3) (Fin 3) ℂ :=
  !![0, 0, 0; 0, 0, -Complex.I; 0, Complex.I, 0]
```

The y component couples \(z\) and \(x\):

```lean
/-- The y component of spin one in the Cartesian basis. -/
def spinOneY : Matrix (Fin 3) (Fin 3) ℂ :=
  !![0, 0, Complex.I; 0, 0, 0; -Complex.I, 0, 0]
```

The z component couples \(x\) and \(y\):

```lean
/-- The z component of spin one in the Cartesian basis. -/
def spinOneZ : Matrix (Fin 3) (Fin 3) ℂ :=
  !![0, -Complex.I, 0; Complex.I, 0, 0; 0, 0, 0]
```

Here the half-turn is simple. The matrix \(iJ_x\) generates a rotation in the y–z plane, so \(R=\mathrm{diag}(1,-1,-1)\). The normalised vector \(v=(1,i,0)/\sqrt2\) satisfies

\[
J_zv=\tfrac1{\sqrt2}(-i\cdot i,\;i,\;0)=v,
\]

so it has \(m=1\). Its image \(Rv=(1,-i,0)/\sqrt2\) satisfies

\[
J_z(Rv)=\tfrac1{\sqrt2}(-1,\;i,\;0)=-Rv,
\]

so it has \(m=-1\). The remaining state \((0,0,1)\) has \(m=0\) and is only multiplied by \(-1\). Each of the three eigenspaces has dimension one.

The last theorem confirms all three su(2) relations for these matrices, entry by entry, so the results above apply to them.

```lean
/-- The Cartesian spin-one matrices obey all three su(2) relations. -/
theorem spinOne_witness :
    spinOneX * spinOneY - spinOneY * spinOneX = Complex.I • spinOneZ ∧
    spinOneY * spinOneZ - spinOneZ * spinOneY = Complex.I • spinOneX ∧
    spinOneZ * spinOneX - spinOneX * spinOneZ = Complex.I • spinOneY := by
  refine ⟨?_, ?_, ?_⟩ <;> ext i j <;> fin_cases i <;> fin_cases j <;>
    simp [spinOneX, spinOneY, spinOneZ]

end

end WeightReflection
```

```lean
#print axioms WeightReflection.finrank_eigenspace_neg
#print axioms WeightReflection.exists_zero_weight_of_odd
```

```
'WeightReflection.finrank_eigenspace_neg' depends on axioms: [propext, Classical.choice, Quot.sound]
'WeightReflection.exists_zero_weight_of_odd' depends on axioms: [propext, Classical.choice, Quot.sound]
```
